# Rotation-invariant operators on $N$ spins 1/2 form a space of Catalan dimension

Two spins 1/2 have six independent operators conserving $S_z$. Commutation with $S_+$ maps them onto the four raising $S_z$ by one, leaving a two-dimensional kernel, spanned by the identity and $\mathbf S_1\cdot\mathbf S_2$. One triplet and one singlet give the same count, $1^2+1^2=2$.

For every $N$, the operators commuting with all total-spin components form a complex space of dimension

$$\sum_{k\le N/2}d(N,k)^2=C_N=\frac1{N+1}\binom{2N}{N},$$

where $d(N,0)=1$ and $d(N,k)=\binom Nk-\binom N{k-1}$ for $k\ge1$. For $k\le N/2$, $d(N,k)$ is the number of multiplets of total spin $N/2-k$.

## Checking an operator basis

A code fitting a general rotation-invariant operator on a finite cluster of spins 1/2 can compare its basis rank with $C_N$; a lower rank means missing operators. The count includes operators odd under time reversal, such as $\mathbf S_1\cdot(\mathbf S_2\times\mathbf S_3)$, which a time-reversal-invariant Hamiltonian leaves out.

## Counting with ladder commutators

Let $V_r$ contain the $X$ with $[S_z,X]=rX$. Their matrix elements connect $k$ up spins to $k+r$, so Vandermonde's identity gives

$$\dim V_r=\sum_k\binom N{k+r}\binom Nk=\binom{2N}{N+r}.$$

With $S_\pm=S_x\pm iS_y$, the Jacobi identity gives, on $V_r$,

$$[S_+,[S_-,X]]=2rX+[S_-,[S_+,X]].$$

Write $\|Y\|^2=\mathrm{tr}\,Y^\dagger Y$. If the left side vanishes for $X\in V_1$, tracing with $X^\dagger$ gives $0=2\|X\|^2+\|[S_+,X]\|^2$, so $X=0$. The composite is injective on $V_1$, hence surjective, and $[S_+,\cdot]:V_0\to V_1$ is onto.

If $X\in V_0$ and $[S_+,X]=0$, then $\|[S_-,X]\|^2=\mathrm{tr}\,X^\dagger[S_+,[S_-,X]]=0$. The kernel is therefore exactly the invariant operators, of dimension $\binom{2N}N-\binom{2N}{N+1}=C_N$.

Expanding the squares gives

$$\sum_{k=0}^{N+1}d(N,k)^2=2\binom{2N}N-2\binom{2N}{N+1}=2C_N.$$

Since $d(N,N+1-k)=-d(N,k)$, terms pair equally; for odd $N$ the middle one vanishes. Half the sum is the range $k\le N/2$.

In Lean 4 with Mathlib:

```lean
import Mathlib

open Matrix Finset Module
open scoped ComplexOrder

namespace InvariantSpinOperators

noncomputable section

/-- Operators on `N` spins 1/2, as matrices in the product basis (`0` is up, `1` is down). -/
abbrev Op (N : ℕ) := Matrix (Fin N → Fin 2) (Fin N → Fin 2) ℂ

/-- The one-spin operator `M` acting on spin `i`, with the identity on all other spins. -/
def site {N : ℕ} (i : Fin N) : Matrix (Fin 2) (Fin 2) ℂ →ₗ[ℂ] Op N where
  toFun M := Matrix.of fun s t => if ∀ j, j ≠ i → s j = t j then M (s i) (t i) else 0
  map_add' A B := by
    ext s t
    simp only [Matrix.of_apply, Matrix.add_apply]
    split_ifs <;> simp
  map_smul' c A := by
    ext s t
    simp only [Matrix.of_apply, Matrix.smul_apply, RingHom.id_apply]
    split_ifs <;> simp

/-- The collective operator: the sum over all spins of the same one-spin operator. -/
def total (N : ℕ) : Matrix (Fin 2) (Fin 2) ℂ →ₗ[ℂ] Op N := ∑ i, site i

/-- The spin-1/2 matrices for the `x`, `y` and `z` components, in units of ħ. -/
def spin : Fin 3 → Matrix (Fin 2) (Fin 2) ℂ :=
  ![!![0, 1/2; 1/2, 0], !![0, -Complex.I/2; Complex.I/2, 0], !![1/2, 0; 0, -1/2]]

/-- The operators on `N` spins that commute with every component of the total spin. -/
def invariantOps (N : ℕ) : Submodule ℂ (Op N) where
  carrier := {X | ∀ a, total N (spin a) * X = X * total N (spin a)}
  add_mem' hX hY a := by rw [mul_add, add_mul, hX a, hY a]
  zero_mem' a := by rw [mul_zero, zero_mul]
  smul_mem' c X hX a := by rw [mul_smul_comm, smul_mul_assoc, hX a]

/-- The number of up spins in a product state. -/
def up {N : ℕ} (s : Fin N → Fin 2) : ℕ := #{i | s i = 0}

/-- The operators that raise the number of up spins by exactly `r`. -/
def raising (N r : ℕ) : Submodule ℂ (Op N) where
  carrier := {X | ∀ s t, up s ≠ up t + r → X s t = 0}
  add_mem' hX hY s t h := by rw [Matrix.add_apply, hX s t h, hY s t h, add_zero]
  zero_mem' _ _ _ := rfl
  smul_mem' c X hX s t h := by rw [Matrix.smul_apply, hX s t h, smul_zero]

/-- The number `d(N,k)` of multiplets of spin `N/2 - k` among `N` spins 1/2, for `k ≤ N/2`. -/
def multiplets (N : ℕ) : ℕ → ℤ
  | 0 => 1
  | k + 1 => N.choose (k + 1) - N.choose k

/-- A one-spin operator on spin `i` mixes only the two states of that spin. -/
theorem site_mul_apply {N : ℕ} (i : Fin N) (M : Matrix (Fin 2) (Fin 2) ℂ) (X : Op N)
    (s t : Fin N → Fin 2) :
    (site i M * X) s t = ∑ a, M (s i) a * X (Function.update s i a) t := by
  rw [Matrix.mul_apply]
  symm
  refine Fintype.sum_of_injective (Function.update s i) (Function.update_injective s i) _ _ ?_ ?_
  · intro u hu
    have h : ¬ ∀ j, j ≠ i → s j = u j := fun h => hu ⟨u i, by
      funext j
      by_cases hj : j = i
      · subst hj; simp
      · rw [Function.update_of_ne hj, h j hj]⟩
    simp only [site, LinearMap.coe_mk, AddHom.coe_mk, Matrix.of_apply, if_neg h, zero_mul]
  · intro a
    have h : ∀ j, j ≠ i → s j = Function.update s i a j := fun j hj => by
      rw [Function.update_of_ne hj]
    simp only [site, LinearMap.coe_mk, AddHom.coe_mk, Matrix.of_apply, if_pos h,
      Function.update_self]

/-- Collective operators obey the commutation relations of the one-spin operators. -/
theorem total_commutator (N : ℕ) (A B : Matrix (Fin 2) (Fin 2) ℂ) :
    total N A * total N B - total N B * total N A = total N (A * B - B * A) := by
  have same : ∀ (i : Fin N) (A B : Matrix (Fin 2) (Fin 2) ℂ),
      site i A * site i B = site i (A * B) := by
    intro i A B
    ext s t
    have h : ∀ a, (∀ j, j ≠ i → Function.update s i a j = t j) ↔ ∀ j, j ≠ i → s j = t j :=
      fun a => forall₂_congr fun j hj => by rw [Function.update_of_ne hj]
    rw [site_mul_apply]
    simp only [site, LinearMap.coe_mk, AddHom.coe_mk, Matrix.of_apply, h, Function.update_self]
    split_ifs <;> simp [Matrix.mul_apply]
  -- operators on different spins commute
  have diff : ∀ i j : Fin N, i ≠ j → site i A * site j B = site j B * site i A := by
    intro i j hij
    have h : site i A * (site j B * 1) = site j B * (site i A * 1) := by
      ext s t
      simp only [site_mul_apply, Function.update_of_ne hij, Function.update_of_ne hij.symm,
        Finset.mul_sum]
      rw [Finset.sum_comm]
      refine sum_congr rfl fun b _ => sum_congr rfl fun a _ => ?_
      rw [Function.update_comm hij]
      ring
    simpa only [mul_one] using h
  have one : ∀ i : Fin N, site i A * total N B - total N B * site i A
      = site i (A * B - B * A) := by
    intro i
    simp only [total, LinearMap.sum_apply, Finset.mul_sum, Finset.sum_mul]
    rw [← Finset.sum_sub_distrib, Finset.sum_eq_single i, same, same, map_sub]
    · intro j _ hj
      rw [diff i j hj.symm, sub_self]
    · simp
  have hA : ∀ M, total N M = ∑ i, site i M := fun M => by simp [total]
  rw [hA A, hA (A * B - B * A), Finset.sum_mul, Finset.mul_sum, ← Finset.sum_sub_distrib]
  exact sum_congr rfl fun i _ => one i

/-- An operator raises the number of up spins by `r` exactly when `[S_z, X] = r X`. -/
theorem mem_raising_iff (N r : ℕ) (X : Op N) : X ∈ raising N r ↔
    total N (spin 2) * X - X * total N (spin 2) = (r : ℂ) • X := by
  have hd : total N (spin 2) = Matrix.diagonal fun s => (up s : ℂ) - N / 2 := by
    ext s t
    simp only [total, LinearMap.sum_apply, Matrix.sum_apply, site, LinearMap.coe_mk,
      AddHom.coe_mk, Matrix.of_apply]
    by_cases h : s = t
    · subst h
      have hz : ∀ a : Fin 2, spin 2 a a = (if a = 0 then 1 else 0) - 1 / 2 := by
        intro a
        fin_cases a <;> simp [spin] <;> norm_num
      simp only [Matrix.diagonal_apply_eq, implies_true, if_true, hz, Finset.sum_sub_distrib,
        Finset.sum_boole, sum_const, card_univ, Fintype.card_fin, nsmul_eq_mul, up]
      ring
    · rw [Matrix.diagonal_apply_ne _ h]
      refine sum_eq_zero fun i _ => ?_
      have hz : ∀ a b : Fin 2, a ≠ b → spin 2 a b = 0 := by
        intro a b
        fin_cases a <;> fin_cases b <;> simp [spin]
      split_ifs with hi
      · refine hz _ _ fun e => h (funext fun j => ?_)
        by_cases hj : j = i
        · rw [hj, e]
        · exact hi j hj
      · rfl
  have he : ∀ s t, (total N (spin 2) * X - X * total N (spin 2)) s t
      = ((up s : ℂ) - up t) * X s t := fun s t => by
    rw [hd, Matrix.sub_apply, Matrix.diagonal_mul, Matrix.mul_diagonal]
    ring
  constructor
  · intro hX
    ext s t
    rw [he, Matrix.smul_apply, smul_eq_mul]
    by_cases h : up s = up t + r
    · rw [h]; push_cast; ring
    · rw [hX s t h, mul_zero, mul_zero]
  · intro hX s t h
    have h1 := he s t
    rw [hX, Matrix.smul_apply, smul_eq_mul] at h1
    have h2 : ((up s : ℂ) - (up t + r)) * X s t = 0 := by linear_combination -h1
    exact (mul_eq_zero.1 h2).resolve_left (sub_ne_zero.2 (by exact_mod_cast h))

/-- In the Hilbert–Schmidt product, the adjoint of `[A, ·]` is `[Aᴴ, ·]`. -/
theorem trace_commutator {N : ℕ} (A X Y : Op N) :
    trace ((A * X - X * A)ᴴ * Y) = trace (Xᴴ * (Aᴴ * Y - Y * Aᴴ)) := by
  rw [conjTranspose_sub, conjTranspose_mul, conjTranspose_mul, sub_mul, mul_sub, trace_sub,
    trace_sub, Matrix.mul_assoc Aᴴ, Matrix.trace_mul_comm Aᴴ]
  simp only [Matrix.mul_assoc]

/-- Vandermonde's identity for two groups of `N` spins. -/
theorem sum_choose (N r : ℕ) :
    ∑ k ∈ range (N + 1), N.choose (k + r) * N.choose k = (2 * N).choose (N + r) := by
  have hr : N + r + 1 = r + (N + 1) := by omega
  have h0 : ∑ i ∈ range r, N.choose i * N.choose (N + r - i) = 0 :=
    sum_eq_zero fun i hi => by
      have := mem_range.1 hi
      rw [Nat.choose_eq_zero_of_lt (show N < N + r - i by omega), mul_zero]
  rw [two_mul, Nat.add_choose_eq, Finset.Nat.sum_antidiagonal_eq_sum_range_succ_mk]
  change _ = ∑ i ∈ range (N + r + 1), N.choose i * N.choose (N + r - i)
  rw [hr, Finset.sum_range_add _ r (N + 1), h0, zero_add]
  refine sum_congr rfl fun k hk => ?_
  have := mem_range.1 hk
  rw [show N + r - (r + k) = N - k by omega, Nat.choose_symm (show k ≤ N by omega),
    add_comm r k]

/-- The operators raising the number of up spins by `r` form a space of dimension
`C(2N, N + r)`. -/
theorem finrank_raising (N r : ℕ) : finrank ℂ (raising N r) = (2 * N).choose (N + r) := by
  have card_up : ∀ k, #{s : Fin N → Fin 2 | up s = k} = N.choose k := by
    intro k
    have h := Finset.card_powersetCard k (univ : Finset (Fin N))
    rw [Finset.card_univ, Fintype.card_fin] at h
    rw [← h]
    refine Finset.card_nbij' (fun s => ({i | s i = 0} : Finset (Fin N)))
      (fun A i => if i ∈ A then 0 else 1) ?_ ?_ ?_ ?_
    · intro s hs
      simp only [Finset.mem_coe, Finset.mem_filter, Finset.mem_univ, true_and] at hs
      simp only [Finset.mem_coe, Finset.mem_powersetCard]
      exact ⟨Finset.subset_univ _, hs⟩
    · intro A hA
      simp only [Finset.mem_coe, Finset.mem_powersetCard] at hA
      simp only [Finset.mem_coe, Finset.mem_filter, Finset.mem_univ, true_and]
      unfold up
      rw [← hA.2]
      congr 1
      ext i
      simp
    · intro s _
      funext i
      simp only [Finset.mem_filter, Finset.mem_univ, true_and]
      generalize s i = a
      fin_cases a <;> simp
    · intro A _
      ext i
      simp
  -- an operator is the list of its allowed matrix elements
  let e : raising N r ≃ₗ[ℂ]
      ({p : (Fin N → Fin 2) × (Fin N → Fin 2) // up p.1 = up p.2 + r} → ℂ) :=
    { toFun := fun X p => X.1 p.1.1 p.1.2
      map_add' := fun _ _ => rfl
      map_smul' := fun _ _ => rfl
      invFun := fun f => ⟨fun s t => if h : up s = up t + r then f ⟨(s, t), h⟩ else 0,
        fun s t h => dif_neg h⟩
      left_inv := fun X => by
        ext s t
        by_cases h : up s = up t + r
        · exact dif_pos h
        · exact (dif_neg h).trans (X.2 s t h).symm
      right_inv := fun f => by
        funext p
        exact dif_pos p.2 }
  rw [e.finrank_eq, Module.finrank_fintype_fun_eq_card, Fintype.card_subtype, Finset.card_filter,
    Fintype.sum_prod_type_right]
  simp only [← Finset.card_filter, card_up]
  have hm : ∀ t ∈ (univ : Finset (Fin N → Fin 2)), up t ∈ range (N + 1) := fun t _ => by
    have := Finset.card_le_univ ({i | t i = 0} : Finset (Fin N))
    rw [Fintype.card_fin] at this
    exact mem_range.2 (Nat.lt_succ_of_le this)
  rw [← Finset.sum_fiberwise_of_maps_to hm, ← sum_choose]
  refine sum_congr rfl fun k _ => ?_
  rw [Finset.sum_congr rfl (fun t ht => by rw [(Finset.mem_filter.1 ht).2]),
    sum_const, card_up, smul_eq_mul, mul_comm]

/-- The dimensions of the space of rotation-invariant operators and of the space of operators
raising `S_z` by one add up to the dimension of the space of operators conserving `S_z`. -/
theorem finrank_invariant_add (N : ℕ) :
    finrank ℂ (invariantOps N) + finrank ℂ (raising N 1) = finrank ℂ (raising N 0) := by
  obtain ⟨P, hP⟩ : ∃ P, P = total N !![0, 1; 0, 0] := ⟨_, rfl⟩
  obtain ⟨Q, hQ⟩ : ∃ Q, Q = total N !![0, 0; 1, 0] := ⟨_, rfl⟩
  obtain ⟨Z, hZ⟩ : ∃ Z, Z = total N (spin 2) := ⟨_, rfl⟩
  have hPQ : P * Q - Q * P = (2 : ℂ) • Z := by
    rw [hP, hQ, hZ, total_commutator, ← map_smul]
    congr 1
    ext i j
    fin_cases i <;> fin_cases j <;> simp [spin]
    norm_num
  have hZP : Z * P - P * Z = P := by
    rw [hP, hZ, total_commutator]
    congr 1
    ext i j
    fin_cases i <;> fin_cases j <;> simp [spin]
    norm_num
  have hZQ : Z * Q - Q * Z = -Q := by
    rw [hQ, hZ, total_commutator, ← map_neg]
    congr 1
    ext i j
    fin_cases i <;> fin_cases j <;> simp [spin] <;> norm_num
  have hx : total N (spin 0) = (1 / 2 : ℂ) • (P + Q) := by
    rw [hP, hQ, ← map_add, ← map_smul]
    congr 1
    ext i j
    fin_cases i <;> fin_cases j <;> simp [spin]
  have hy : total N (spin 1) = (Complex.I / 2) • (Q - P) := by
    rw [hP, hQ, ← map_sub, ← map_smul]
    congr 1
    ext i j
    fin_cases i <;> fin_cases j <;> simp [spin, neg_div]
  have hadj : Pᴴ = Q := by
    rw [hP, hQ]
    simp only [total, LinearMap.sum_apply, Matrix.conjTranspose_sum]
    refine sum_congr rfl fun i _ => ?_
    ext s t
    have hc : (∀ j, j ≠ i → t j = s j) ↔ ∀ j, j ≠ i → s j = t j :=
      forall₂_congr fun _ _ => eq_comm
    simp only [Matrix.conjTranspose_apply, site, LinearMap.coe_mk, AddHom.coe_mk,
      Matrix.of_apply, hc]
    split_ifs
    · generalize s i = a
      generalize t i = b
      fin_cases a <;> fin_cases b <;> simp
    · exact star_zero ℂ
  have jac : ∀ A B X : Op N, A * (B * X - X * B) - (B * X - X * B) * A
      = (A * B - B * A) * X - X * (A * B - B * A)
        + (B * (A * X - X * A) - (A * X - X * A) * B) := fun A B X => by noncomm_ring
  let ad : Op N → Op N →ₗ[ℂ] Op N := fun A => LinearMap.mulLeft ℂ A - LinearMap.mulRight ℂ A
  have hf : ∀ X ∈ raising N 0, ad P X ∈ raising N 1 := by
    intro X hX
    rw [mem_raising_iff, ← hZ] at hX ⊢
    change Z * (P * X - X * P) - (P * X - X * P) * Z = ((1 : ℕ) : ℂ) • (P * X - X * P)
    rw [jac, hZP, hX]
    simp
  have hg : ∀ X ∈ raising N 1, ad Q X ∈ raising N 0 := by
    intro X hX
    rw [mem_raising_iff, ← hZ] at hX ⊢
    change Z * (Q * X - X * Q) - (Q * X - X * Q) * Z = ((0 : ℕ) : ℂ) • (Q * X - X * Q)
    rw [jac, hZQ, hX]
    simp
  let f := (ad P).restrict hf
  let g := (ad Q).restrict hg
  -- positivity of the Hilbert–Schmidt norm makes the composite injective
  have inj : Function.Injective (f ∘ₗ g) := by
    rw [← LinearMap.ker_eq_bot, LinearMap.ker_eq_bot']
    rintro ⟨X, hX⟩ h
    have h1 : P * (Q * X - X * Q) - (Q * X - X * Q) * P = 0 := congrArg Subtype.val h
    rw [mem_raising_iff, ← hZ, Nat.cast_one, one_smul] at hX
    have h2 : (2 : ℂ) • Z * X - X * (2 : ℂ) • Z = (2 : ℂ) • X := by
      rw [smul_mul_assoc, mul_smul_comm, ← smul_sub, hX]
    rw [jac, hPQ, h2] at h1
    have h3 := trace_commutator P X (P * X - X * P)
    rw [hadj, eq_neg_of_add_eq_zero_right h1, mul_neg, mul_smul_comm, trace_neg, trace_smul,
      smul_eq_mul] at h3
    have pX := (posSemidef_conjTranspose_mul_self X).trace_nonneg
    have pY := (posSemidef_conjTranspose_mul_self (P * X - X * P)).trace_nonneg
    have h4 : trace ((P * X - X * P)ᴴ * (P * X - X * P))
        + (trace (Xᴴ * X) + trace (Xᴴ * X)) = 0 := by linear_combination h3
    have h5 := ((add_eq_zero_iff_of_nonneg pY (add_nonneg pX pX)).1 h4).2
    have h6 := ((add_eq_zero_iff_of_nonneg pX pX).1 h5).1
    exact Subtype.ext (Matrix.trace_conjTranspose_mul_self_eq_zero_iff.1 h6)
  have surj : Function.Surjective f := fun y => by
    obtain ⟨x, hx⟩ := LinearMap.injective_iff_surjective.1 inj y
    exact ⟨g x, hx⟩
  -- the kernel consists of the rotation-invariant operators
  have hk : (LinearMap.ker f).map (raising N 0).subtype = invariantOps N := by
    ext X
    constructor
    · rintro ⟨⟨X, hX⟩, hk, rfl⟩
      have h1 : P * X - X * P = 0 := congrArg Subtype.val (LinearMap.mem_ker.1 hk)
      rw [mem_raising_iff, ← hZ, Nat.cast_zero, zero_smul] at hX
      have h2 : (2 : ℂ) • Z * X - X * (2 : ℂ) • Z = 0 := by
        rw [smul_mul_assoc, mul_smul_comm, ← smul_sub, hX, smul_zero]
      have h3 := trace_commutator Q X (Q * X - X * Q)
      rw [← hadj, conjTranspose_conjTranspose, hadj, jac, hPQ, h2, h1] at h3
      simp only [mul_zero, zero_mul, sub_zero, add_zero, trace_zero] at h3
      have h4 := sub_eq_zero.1 (Matrix.trace_conjTranspose_mul_self_eq_zero_iff.1 h3)
      have h5 := sub_eq_zero.1 h1
      have e0 : total N (spin 0) * X = X * total N (spin 0) := by
        rw [hx, smul_mul_assoc, mul_smul_comm, add_mul, mul_add, h4, h5]
      have e1 : total N (spin 1) * X = X * total N (spin 1) := by
        rw [hy, smul_mul_assoc, mul_smul_comm, sub_mul, mul_sub, h4, h5]
      have e2 : total N (spin 2) * X = X * total N (spin 2) := by
        rw [← hZ]
        exact sub_eq_zero.1 hX
      exact fun
        | 0 => e0
        | 1 => e1
        | 2 => e2
    · intro hX
      have h0 : X ∈ raising N 0 := by
        rw [mem_raising_iff, hX 2, sub_self, Nat.cast_zero, zero_smul]
      have hp : P = total N (spin 0) + Complex.I • total N (spin 1) := by
        rw [hP, ← map_smul, ← map_add]
        congr 1
        ext i j
        fin_cases i <;> fin_cases j <;> simp [spin, Complex.ext_iff] <;> norm_num
      have h1 : P * X - X * P = 0 := by
        rw [hp, add_mul, mul_add, smul_mul_assoc, mul_smul_comm, hX 0, hX 1, sub_self]
      exact ⟨⟨X, h0⟩, LinearMap.mem_ker.2 (Subtype.ext h1), rfl⟩
  have hr := f.finrank_range_add_finrank_ker
  rw [LinearMap.range_eq_top.2 surj, finrank_top,
    (Submodule.equivSubtypeMap (raising N 0) (LinearMap.ker f)).finrank_eq, hk] at hr
  omega

/-- The Catalan number is the difference of two neighbouring binomial coefficients. -/
theorem catalan_add_choose (N : ℕ) :
    catalan N + (2 * N).choose (N + 1) = (2 * N).choose N := by
  have h1 := succ_mul_catalan_eq_centralBinom N
  rw [Nat.centralBinom_eq_two_mul_choose] at h1
  have h2 := Nat.choose_succ_right_eq (2 * N) N
  rw [show 2 * N - N = N by omega] at h2
  refine Nat.eq_of_mul_eq_mul_left (Nat.succ_pos N) ?_
  rw [Nat.succ_eq_add_one]
  linarith

/-- The squared multiplet numbers of `N` spins 1/2 add up to the `N`-th Catalan number. -/
theorem sum_multiplets_sq (N : ℕ) :
    ∑ k ∈ range (N / 2 + 1), multiplets N k ^ 2 = (catalan N : ℤ) := by
  have sym : ∀ a b, a + b = N + 1 → multiplets N a ^ 2 = multiplets N b ^ 2 := by
    rintro (_ | a) (_ | b) h
    · rfl
    · obtain rfl : b = N := by omega
      simp [multiplets]
    · obtain rfl : a = N := by omega
      simp [multiplets]
    · simp only [multiplets]
      rw [Nat.choose_symm_of_eq_add (show N = (a + 1) + b by omega),
        Nat.choose_symm_of_eq_add (show N = a + (b + 1) by omega)]
      ring
  -- the sum over all k counts every multiplet number twice
  have full : ∑ k ∈ range (N + 2), multiplets N k ^ 2 = 2 * (catalan N : ℤ) := by
    have h0 : ∑ k ∈ range (N + 1), (N.choose k : ℤ) ^ 2 = (2 * N).choose N := by
      have := sum_choose N 0
      simp only [add_zero, ← sq] at this
      exact_mod_cast this
    have h1 : ∑ k ∈ range (N + 1), (N.choose (k + 1) : ℤ) * N.choose k
        = (2 * N).choose (N + 1) := by exact_mod_cast sum_choose N 1
    have hc : (catalan N : ℤ) + (2 * N).choose (N + 1) = (2 * N).choose N := by
      exact_mod_cast catalan_add_choose N
    have hs : ∑ k ∈ range (N + 1), (N.choose (k + 1) : ℤ) ^ 2 + 1
        = ∑ k ∈ range (N + 1), (N.choose k : ℤ) ^ 2 := by
      have a := Finset.sum_range_succ' (fun k => (N.choose k : ℤ) ^ 2) (N + 1)
      rw [Finset.sum_range_succ] at a
      simpa using a.symm
    have e : ∑ k ∈ range (N + 1), multiplets N (k + 1) ^ 2
        = ∑ k ∈ range (N + 1), (N.choose (k + 1) : ℤ) ^ 2
          + ∑ k ∈ range (N + 1), (N.choose k : ℤ) ^ 2
          - 2 * ∑ k ∈ range (N + 1), (N.choose (k + 1) : ℤ) * N.choose k := by
      rw [Finset.mul_sum, ← Finset.sum_add_distrib, ← Finset.sum_sub_distrib]
      refine sum_congr rfl fun k _ => ?_
      simp only [multiplets]
      ring
    rw [Finset.sum_range_succ', e]
    simp only [multiplets]
    linarith
  obtain ⟨m, hm⟩ := Nat.even_or_odd' N
  have half : N / 2 + 1 = m + 1 := by omega
  rw [half]
  have refl : ∀ c, c + m = N + 1 → ∑ x ∈ range (m + 1), multiplets N (c + x) ^ 2
      = ∑ x ∈ range (m + 1), multiplets N x ^ 2 := by
    intro c hc
    rw [← Finset.sum_range_reflect]
    refine sum_congr rfl fun x hx => ?_
    have := mem_range.1 hx
    refine sym _ _ ?_
    omega
  rcases hm with hm | hm
  · rw [show N + 2 = (m + 1) + (m + 1) by omega, Finset.sum_range_add,
      refl (m + 1) (by omega)] at full
    linarith
  · have mid : multiplets N (m + 1) = 0 := by
      simp only [multiplets]
      rw [hm, Nat.choose_symm_half, sub_self]
    rw [show N + 2 = (m + 2) + (m + 1) by omega, Finset.sum_range_add,
      refl (m + 2) (by omega), Finset.sum_range_succ _ (m + 1), mid] at full
    linarith

/-- The space of rotation-invariant operators on `N` spins 1/2 has dimension
`∑ d(N,k)²` over `k ≤ N/2`, and this dimension is the `N`-th Catalan number. -/
theorem finrank_invariantOps (N : ℕ) :
    (finrank ℂ (invariantOps N) : ℤ) = ∑ k ∈ range (N / 2 + 1), multiplets N k ^ 2 ∧
      finrank ℂ (invariantOps N) = catalan N := by
  have h := finrank_invariant_add N
  rw [finrank_raising, finrank_raising, add_zero] at h
  have hc := catalan_add_choose N
  have h1 : finrank ℂ (invariantOps N) = catalan N := by omega
  exact ⟨by rw [sum_multiplets_sq, h1], h1⟩

end

end InvariantSpinOperators
```

```lean
#print axioms InvariantSpinOperators.finrank_invariantOps
```

```
'InvariantSpinOperators.finrank_invariantOps' depends on axioms: [propext, Classical.choice, Quot.sound]
```

## Matrices, dimensions and multiplet numbers

`Op N` holds complex matrices in the product basis, with `0` up. `total` sums a one-spin matrix over sites; `spin` uses units of $\hbar$. `invariantOps N` is the commuting space, `finrank ℂ` its dimension, and `raising N r` is $V_r$.

`total_commutator` supplies the spin algebra and `finrank_raising` counts matrix elements. In `finrank_invariant_add`, `inj` and `surj` follow from `trace_commutator` and positivity, `hk` identifies the kernel, and rank–nullity finishes. `sum_multiplets_sq` does the pairing; `finrank_invariantOps` joins both counts.

`multiplets` is defined by the binomial formula; its meaning as a count of spin-$(N/2-k)$ multiplets is standard angular-momentum theory, not derived here. The theorem constructs no explicit operator basis.
